# Off the spectrum, the growth rate of the wave along a finite chain with unit hopping is the mean of log|z − λ_j|

An electron moves along a row of $N$ atoms with one orbital each and irregular site energies. At an energy $z$ that is not a level of the row, one can still start a wave at the left end and continue it atom by atom with the Schrödinger equation. One site beyond the right end this wave does not vanish, whereas the wave of a level would. How large is it there, and what does its size have to do with the levels?

Let the hopping be the same between all neighbours and serve as the unit of energy. If the wave starts with amplitude 1 on the first site, its modulus one site beyond the last is $e^{N\gamma}$, where $\gamma$ is the mean of $\log|z-\lambda_j|$ over the levels $\lambda_j$. The Thouless formula for disordered systems is usually stated for an infinitely long chain, with the Lyapunov exponent on one side and an integral over the density of states on the other. The relation below is an identity for one finite chain with given energies. It involves no limit of large $N$ and no disorder average.

In Lean 4 with Mathlib:

```lean
import Mathlib

open Finset

namespace FiniteThouless

noncomputable section
```

## The chain and the wave launched from its left end

Let $e_1,\dots,e_N$ be real site energies, and measure all energies in units of the hopping between neighbours. The Hamiltonian $H$ is then the tridiagonal matrix with $e_1,\dots,e_N$ on the diagonal and 1 next to it. The ends are open, and the electrons do not interact.

```lean
/-- The Hamiltonian of the open chain with `N` sites, real site energies `e 1, ..., e N`
and unit hopping between neighbours. -/
def chain (e : ℕ → ℝ) (N : ℕ) : Matrix (Fin N) (Fin N) ℂ :=
  Matrix.of fun i j =>
    if i = j then (e ((i : ℕ) + 1) : ℂ)
    else if (i : ℕ) + 1 = j ∨ (j : ℕ) + 1 = i then 1 else 0
```

The matrix indices in `Fin N` run from 0 to $N-1$, so row `i` belongs to site $i+1$ and carries the energy `e (i + 1)`. The energies are given as a function on all natural numbers, of which `chain e N` uses only the values at $1,\dots,N$.

On site $n+1$ the Schrödinger equation reads $\psi_{n+2}+e_{n+1}\psi_{n+1}+\psi_n=z\,\psi_{n+1}$. Solved for the newest amplitude, with $\psi_0=0$ as the left boundary condition and $\psi_1=1$ as the scale, it becomes

$$\psi_{n+2}=(z-e_{n+1})\,\psi_{n+1}-\psi_n .$$

```lean
/-- The wave at complex energy `z` launched from the left end with `ψ 0 = 0` and `ψ 1 = 1`,
continued site by site with the Schrödinger equation of the chain. -/
def psi (e : ℕ → ℝ) (z : ℂ) : ℕ → ℂ
  | 0 => 0
  | 1 => 1
  | n + 2 => (z - (e (n + 1) : ℂ)) * psi e z (n + 1) - psi e z n
```

The energy $z$ may be complex. The definition knows nothing about matrices or eigenvalues, so the link to the spectrum has to be derived.

## Removing sites from the left of a determinant

Let $A$ be a square matrix with at least two rows whose first row and first column vanish beyond the second entry. Write $A^{(1)}$ and $A^{(2)}$ for $A$ without its first one or two rows and columns. Expansion along the first row leaves two terms,

$$\det A=A_{00}\det A^{(1)}-A_{01}\det B ,$$

where $B$ is $A$ without row 0 and column 1. The first column of $B$ is $(A_{10},0,\dots,0)$, so $\det B=A_{10}\det A^{(2)}$ and

$$\det A=A_{00}\det A^{(1)}-A_{01}A_{10}\det A^{(2)} .$$

```lean
/-- A determinant whose first row and first column vanish beyond the second entry
reduces to the two determinants with one and with two sites removed. -/
theorem det_two_step {n : ℕ} (A : Matrix (Fin (n + 2)) (Fin (n + 2)) ℂ)
    (hr : ∀ j : Fin n, A 0 j.succ.succ = 0) (hc : ∀ i : Fin n, A i.succ.succ 0 = 0) :
    A.det = A 0 0 * (A.submatrix Fin.succ Fin.succ).det
      - A 0 (Fin.succ 0) * A (Fin.succ 0) 0 *
        (A.submatrix (fun i : Fin n => i.succ.succ) (fun i : Fin n => i.succ.succ)).det := by
  -- the minor that belongs to the hopping entry, expanded along its first column
  have hB : (A.submatrix Fin.succ (Fin.succAbove (Fin.succ 0))).det = A (Fin.succ 0) 0 *
      (A.submatrix (fun i : Fin n => i.succ.succ) (fun i : Fin n => i.succ.succ)).det := by
    have hs : (A.submatrix Fin.succ (Fin.succAbove (Fin.succ 0))).submatrix
        (Fin.succAbove 0) Fin.succ =
        A.submatrix (fun i : Fin n => i.succ.succ) (fun i : Fin n => i.succ.succ) := by
      ext i j
      simp only [Matrix.submatrix_apply, Fin.succ_succAbove_succ, Fin.succAbove_zero]
    rw [Matrix.det_succ_column_zero, Fin.sum_univ_succ, Finset.sum_eq_zero]
    · rw [hs]
      simp only [Matrix.submatrix_apply, Fin.succ_succAbove_zero]
      simp
    · intro i _
      simp only [Matrix.submatrix_apply, Fin.succ_succAbove_zero, hc, mul_zero, zero_mul]
  rw [Matrix.det_succ_row_zero, Fin.sum_univ_succ, Fin.sum_univ_succ, Finset.sum_eq_zero]
  · rw [hB, Fin.succAbove_zero]
    simp only [Fin.val_zero, Fin.val_succ, pow_zero, zero_add, pow_one]
    ring
  · intro j _
    simp only [hr, mul_zero, zero_mul]
```

The hypotheses `hr` and `hc` say that the row and the column end after two entries. `hB` is the evaluation of $\det B$, and the closing lines are the expansion along the first row.

## The same recursion for the wave

The determinant loses sites on the left, whereas the wave gains them on the right. To compare the two, write $\psi_n[e]$ for the wave with energies $e$, and let $e'_k=e_{k+1}$ and $e''_k=e_{k+2}$ be the energies after one or two sites are removed. The claim is

$$\psi_{n+2}[e]=(z-e_1)\,\psi_{n+1}[e']-\psi_n[e''] .$$

For $n=0$ both sides are $z-e_1$. For $n=1$ both are $(z-e_1)(z-e_2)-1$. If the claim holds for $n$ and $n+1$, then

$$\begin{aligned}
\psi_{n+4}[e]&=(z-e_{n+3})\,\psi_{n+3}[e]-\psi_{n+2}[e]\\
&=(z-e_1)\big\{(z-e_{n+3})\psi_{n+2}[e']-\psi_{n+1}[e']\big\}\\
&\quad-\big\{(z-e_{n+3})\psi_{n+1}[e'']-\psi_n[e'']\big\}\\
&=(z-e_1)\,\psi_{n+3}[e']-\psi_{n+2}[e''] ,
\end{aligned}$$

because $e'_{n+2}=e''_{n+1}=e_{n+3}$.

```lean
/-- The wave also obeys a recursion from the left end: it is fixed by the waves of the chains
with the first site and with the first two sites removed. -/
theorem psi_front (e : ℕ → ℝ) (z : ℂ) : ∀ n : ℕ,
    psi e z (n + 2) = (z - (e 1 : ℂ)) * psi (fun k => e (k + 1)) z (n + 1)
      - psi (fun k => e (k + 1 + 1)) z n
  | 0 => by simp [psi]
  | 1 => by
    simp [psi]
    ring
  | n + 2 => by
    have h0 := psi_front e z n
    have h1 := psi_front e z (n + 1)
    have a : psi e z (n + 2 + 2) =
        (z - (e (n + 3) : ℂ)) * psi e z (n + 1 + 2) - psi e z (n + 2) := rfl
    have b : psi (fun k => e (k + 1)) z (n + 2 + 1) =
        (z - (e (n + 3) : ℂ)) * psi (fun k => e (k + 1)) z (n + 1 + 1)
          - psi (fun k => e (k + 1)) z (n + 1) := rfl
    have c : psi (fun k => e (k + 1 + 1)) z (n + 2) =
        (z - (e (n + 3) : ℂ)) * psi (fun k => e (k + 1 + 1)) z (n + 1)
          - psi (fun k => e (k + 1 + 1)) z n := rfl
    linear_combination a - (z - (e 1 : ℂ)) * b + c + (z - (e (n + 3) : ℂ)) * h1 - h0
```

Here `a`, `b` and `c` are the defining recursion for the three chains, and `h0` and `h1` are the two induction hypotheses. `linear_combination` adds them with the coefficients of the calculation above.

## The wave beyond the chain is the secular determinant

The matrix $z-H$ has the shape just treated, with $A_{00}=z-e_1$ and $A_{01}=A_{10}=-1$. Removing one or two sites leaves the same kind of matrix with energies $e'$ or $e''$. Writing $D_N[e]=\det(z-H)$,

$$D_{n+2}[e]=(z-e_1)\,D_{n+1}[e']-D_n[e''] .$$

This is the recursion for the wave with its index shifted by one. The starting values agree too: $D_0=1=\psi_1$, the determinant of the empty matrix, and $D_1=z-e_1=\psi_2$. By induction $\det(z-H)=\psi_{N+1}$.

```lean
/-- The wave one site beyond the chain is the secular determinant `det (z - H)`. -/
theorem det_eq_psi (z : ℂ) : ∀ (N : ℕ) (e : ℕ → ℝ),
    (Matrix.scalar (Fin N) z - chain e N).det = psi e z (N + 1)
  | 0, e => by simp [psi]
  | 1, e => by simp [psi, chain]
  | n + 2, e => by
    have h := det_two_step (Matrix.scalar (Fin (n + 2)) z - chain e (n + 2))
      (by intro j; simp [chain, Fin.ext_iff])
      (by intro j; simp [chain, Fin.ext_iff])
    -- removing sites from the left leaves a shorter chain with shifted energies
    have h1 : (Matrix.scalar (Fin (n + 2)) z - chain e (n + 2)).submatrix Fin.succ Fin.succ =
        Matrix.scalar (Fin (n + 1)) z - chain (fun k => e (k + 1)) (n + 1) := by
      ext i j
      simp [chain, Matrix.diagonal_apply, Fin.ext_iff]
    have h2 : (Matrix.scalar (Fin (n + 2)) z - chain e (n + 2)).submatrix
        (fun i : Fin n => i.succ.succ) (fun i : Fin n => i.succ.succ) =
        Matrix.scalar (Fin n) z - chain (fun k => e (k + 1 + 1)) n := by
      ext i j
      simp [chain, Matrix.diagonal_apply, Fin.ext_iff]
    have h00 : (Matrix.scalar (Fin (n + 2)) z - chain e (n + 2)) 0 0 = z - (e 1 : ℂ) := by
      simp [chain]
    have h01 : (Matrix.scalar (Fin (n + 2)) z - chain e (n + 2)) 0 (Fin.succ 0) = -1 := by
      simp [chain, Fin.ext_iff]
    have h10 : (Matrix.scalar (Fin (n + 2)) z - chain e (n + 2)) (Fin.succ 0) 0 = -1 := by
      simp [chain, Fin.ext_iff]
    have f : psi e z (n + 2 + 1) = _ := psi_front e z (n + 1)
    rw [h, h1, h2, h00, h01, h10, det_eq_psi z (n + 1), det_eq_psi z n, f]
    ring
```

The statement is proved for all `e` at once, since the induction hypothesis is needed for the shifted energies. `h1` and `h2` identify the two smaller matrices, and `h00`, `h01` and `h10` read off the three entries.

For this finite, non-interacting chain, $N$ steps of the recursion therefore give the secular determinant at a chosen energy without a diagonalisation.

## Factorisation over the energy levels

$H$ is real and symmetric, hence Hermitian.

```lean
/-- The chain Hamiltonian is Hermitian. -/
theorem chain_isHermitian (e : ℕ → ℝ) (N : ℕ) : (chain e N).IsHermitian := by
  refine Matrix.IsHermitian.ext fun i j => ?_
  by_cases h : i = j
  · subst h
    simp [chain]
  · have h' : ¬ j = i := fun q => h q.symm
    by_cases c : (i : ℕ) + 1 = j ∨ (j : ℕ) + 1 = i
    · simp only [chain, Matrix.of_apply, if_neg h, if_neg h', if_pos c, if_pos c.symm, star_one]
    · have c' : ¬ ((j : ℕ) + 1 = i ∨ (i : ℕ) + 1 = j) := fun q => c q.symm
      simp only [chain, Matrix.of_apply, if_neg h, if_neg h', if_neg c, if_neg c', star_zero]
```

The proof separates diagonal entries, neighbours and all other pairs. Its result gives access to the real eigenvalues $\lambda_j$, $j=0,\dots,N-1$, each listed as often as its multiplicity requires.

```lean
/-- The energy levels of the chain: the real eigenvalues of its Hamiltonian, listed with
multiplicity. -/
def level (e : ℕ → ℝ) (N : ℕ) : Fin N → ℝ := (chain_isHermitian e N).eigenvalues
```

The characteristic polynomial of a Hermitian matrix is the product of its linear factors, so

$$\psi_{N+1}=\det(z-H)=\prod_j (z-\lambda_j) .$$

```lean
/-- The wave one site beyond the chain is the product of the differences `z - λ_j` over the levels.
-/
theorem psi_eq_prod (e : ℕ → ℝ) (N : ℕ) (z : ℂ) :
    psi e z (N + 1) = ∏ j, (z - (level e N j : ℂ)) := by
  rw [← det_eq_psi, ← Matrix.eval_charpoly, (chain_isHermitian e N).charpoly_eq,
    Polynomial.eval_prod]
  refine Finset.prod_congr rfl fun j _ => ?_
  simp [level]
```

The rewriting goes from the wave to the determinant, from there to the value of the characteristic polynomial at $z$, and then to the product.

A product vanishes exactly when one of its factors does. Hence $\psi_{N+1}=0$ if and only if $z$ is a level, which is the quantisation condition for a chain with a hard wall at site $N+1$.

```lean
/-- Quantisation condition: the wave vanishes one site beyond the chain exactly when `z` is one
of the energy levels. -/
theorem psi_eq_zero_iff (e : ℕ → ℝ) (N : ℕ) (z : ℂ) :
    psi e z (N + 1) = 0 ↔ ∃ j, z = (level e N j : ℂ) := by
  rw [psi_eq_prod, Finset.prod_eq_zero_iff]
  simp [sub_eq_zero]
```

## Growth rate and mean logarithm

Let $N\ge 1$ and let $z$ differ from every level. Then $\psi_{N+1}\neq 0$, and the logarithm of the modulus of the product is

$$\log|\psi_{N+1}|=\sum_j\log|z-\lambda_j| .$$

The wave takes $N$ steps from $\psi_1=1$ to $\psi_{N+1}$, so its mean exponential rate per step is the number $\gamma$ with $|\psi_{N+1}|=e^{N\gamma}$. Taking logarithms and dividing by $N$ gives

$$|\psi_{N+1}|=e^{N\gamma}\quad\Longleftrightarrow\quad \gamma=\frac1N\sum_j\log|z-\lambda_j| .$$

```lean
/-- Finite Thouless relation: for a chain with at least one site and `z` off the spectrum, the wave
satisfies `|ψ (N+1)| = exp (N γ)` exactly when the rate `γ` is the mean of `log |z - λ_j|` over the
levels. -/
theorem thouless_relation (e : ℕ → ℝ) {N : ℕ} (hN : 0 < N) (z : ℂ)
    (hz : ∀ j, z ≠ (level e N j : ℂ)) (γ : ℝ) :
    ‖psi e z (N + 1)‖ = Real.exp (N * γ) ↔
      γ = (∑ j, Real.log ‖z - (level e N j : ℂ)‖) / N := by
  have hpos : 0 < ‖psi e z (N + 1)‖ := by
    rw [norm_pos_iff, Ne, psi_eq_zero_iff]
    rintro ⟨j, hj⟩
    exact hz j hj
  -- the logarithm turns the product over levels into a sum
  have hlog : Real.log ‖psi e z (N + 1)‖ = ∑ j, Real.log ‖z - (level e N j : ℂ)‖ := by
    rw [psi_eq_prod, norm_prod, Real.log_prod]
    intro j _
    exact norm_ne_zero_iff.2 (sub_ne_zero.2 (hz j))
  have hN' : (N : ℝ) ≠ 0 := Nat.cast_ne_zero.2 hN.ne'
  rw [← hlog, eq_div_iff hN']
  constructor
  · intro h
    rw [h, Real.log_exp]
    ring
  · intro h
    rw [mul_comm (N : ℝ) γ, h, Real.exp_log hpos]
```

In words, `thouless_relation` says that for any real site energies, any $N>0$ (`hN`) and any complex $z$ off the spectrum (`hz`), a real number `γ` describes the size of the wave beyond the chain exactly when it equals the mean on the right. The rate may be negative, in which case the wave has shrunk. For $N=0$ every $\gamma$ would satisfy the left side, and if $z$ were a level, none would.

In the proof, `hpos` is the non-vanishing of the wave and `hlog` the sum of logarithms. The two directions of the equivalence take the logarithm and the exponential.

The theorem compares only the two ends of the chain and does not say that the wave grows evenly in between. Within this one-orbital model with equal hoppings, the rate depends on the site energies only through the levels. For a long disordered chain and a real energy in a region where its levels lie, the rate serves as an estimate of the inverse localisation length of the states there.

## A lower bound at complex energy

The levels are real, so $|z-\lambda_j|\ge|\operatorname{Im}(z-\lambda_j)|=|\operatorname{Im}z|$. Multiplying these inequalities over the $N$ levels gives

$$|\psi_{N+1}|\ge|\operatorname{Im}z|^N .$$

```lean
/-- At complex energy the wave one site beyond the chain is at least `|Im z| ^ N` in modulus,
whatever the site energies. -/
theorem im_pow_le_norm_psi (e : ℕ → ℝ) (N : ℕ) (z : ℂ) :
    |z.im| ^ N ≤ ‖psi e z (N + 1)‖ := by
  rw [psi_eq_prod, norm_prod]
  calc |z.im| ^ N = ∏ _j : Fin N, |z.im| := by simp
    _ ≤ ∏ j, ‖z - (level e N j : ℂ)‖ := by
      refine Finset.prod_le_prod (fun _ _ => abs_nonneg _) fun j _ => ?_
      have h := Complex.abs_im_le_norm (z - (level e N j : ℂ))
      simpa using h
```

The `calc` block writes the power as a product of equal factors and compares factor by factor. The bound holds for all site energies. For $N\ge 1$ it forces growth when $|\operatorname{Im}z|>1$; for a smaller non-zero imaginary part it still keeps the wave from vanishing beyond the chain.

## The chain with equal site energies

Set all site energies to zero and write the energy as $z=2\cos\theta$ with complex $\theta$. Then

$$\psi_n\sin\theta=\sin(n\theta) .$$

This is clear for $n=0$ and $n=1$. The addition theorem gives

$$\sin((n+2)\theta)=2\cos\theta\,\sin((n+1)\theta)-\sin(n\theta) ,$$

which is the recursion of the wave multiplied by $\sin\theta$, so the identity passes from $n$ and $n+1$ to $n+2$.

```lean
/-- In the clean chain, with all site energies zero, the wave at energy `2 cos θ` satisfies
`ψ n sin θ = sin (n θ)`. -/
theorem clean_wave (θ : ℂ) : ∀ n : ℕ,
    psi (fun _ => 0) (2 * Complex.cos θ) n * Complex.sin θ = Complex.sin ((n : ℂ) * θ)
  | 0 => by simp [psi]
  | 1 => by simp [psi]
  | n + 2 => by
    have s0 := clean_wave θ n
    have s1 := clean_wave θ (n + 1)
    have e1 : ((n + 2 : ℕ) : ℂ) * θ = ((n + 1 : ℕ) : ℂ) * θ + θ := by
      push_cast
      ring
    have e2 : (n : ℂ) * θ = ((n + 1 : ℕ) : ℂ) * θ - θ := by
      push_cast
      ring
    have r : psi (fun _ => 0) (2 * Complex.cos θ) (n + 2) =
        (2 * Complex.cos θ - ((0 : ℝ) : ℂ)) * psi (fun _ => 0) (2 * Complex.cos θ) (n + 1)
          - psi (fun _ => 0) (2 * Complex.cos θ) n := rfl
    rw [e2, Complex.sin_sub] at s0
    rw [e1, Complex.sin_add, r, Complex.ofReal_zero]
    linear_combination 2 * Complex.cos θ * s1 - s0
```

`s0` and `s1` are the two induction hypotheses. `e1` and `e2` write the outer angles as $(n+1)\theta\pm\theta$, so that the addition theorem applies.

Taking $n=N+1$ and replacing the wave by its product over the levels yields

$$\Big(\prod_j(2\cos\theta-\lambda_j)\Big)\sin\theta=\sin((N+1)\theta) .$$

Where $\sin\theta\neq0$, division gives the product in closed form. Where $\sin\theta=0$, which happens at the band edges $z=\pm2$, both sides vanish and the identity does not determine the product.

```lean
/-- For the clean chain, with all site energies zero, the product over the levels multiplied by
`sin θ` is a single sine: `(∏ j, (2 cos θ - λ_j)) * sin θ = sin ((N+1) θ)`. -/
theorem clean_level_product (N : ℕ) (θ : ℂ) :
    (∏ j, (2 * Complex.cos θ - (level (fun _ => 0) N j : ℂ))) * Complex.sin θ =
      Complex.sin (((N + 1 : ℕ) : ℂ) * θ) := by
  rw [← psi_eq_prod, clean_wave]

end

end FiniteThouless
```

```lean
#print axioms FiniteThouless.thouless_relation
#print axioms FiniteThouless.im_pow_le_norm_psi
#print axioms FiniteThouless.clean_level_product
```

```
'FiniteThouless.thouless_relation' depends on axioms: [propext, Classical.choice, Quot.sound]
'FiniteThouless.im_pow_le_norm_psi' depends on axioms: [propext, Classical.choice, Quot.sound]
'FiniteThouless.clean_level_product' depends on axioms: [propext, Classical.choice, Quot.sound]
```
